# Chiral two-band model: first-order upper-band backscattering by a scalar potential vanishes exactly for odd winding number

For a natural number J and a real momentum k = (kx, ky), let

H = [[0, (kx − i ky)^J], [(kx + i ky)^J, 0]].

Its eigenvalues are +|k|^J and −|k|^J. If v and w are normalised upper-band spinors at non-zero momenta with polar angles a and b, then

|⟨v|w⟩|² = cos²(J(a − b)/2).

Let a potential be the same on both spinor components, with a non-zero Fourier component U at the momentum transfer between k and −k. For k ≠ 0, its matrix element between the upper-band states at these two momenta therefore vanishes if and only if J is odd.

## Pseudospin that winds J times

The two components are amplitudes on two sublattices or layers, and together they form the pseudospin. As k goes once around the origin, the relative phase of the components winds J times. Up to prefactors, J = 1 is the single-valley Dirac model of graphene and J = 2 the simplest low-energy model of Bernal bilayer graphene. In both, k is measured from the valley centre. In these non-interacting continuum models, the result decides whether a potential that is smooth on the lattice scale and equal on both components can scatter an upper-band electron from k to −k within the valley at first order.

The amplitude U stands for the Fourier component of such a potential at the relevant momentum transfer. It is a single complex number because the potential is taken to be the same on both components.

## Energies and spinors

The product of the off-diagonal entries is

(kx − i ky)^J (kx + i ky)^J = (kx² + ky²)^J = |k|^(2J),

so det(H − E) = E² − |k|^(2J), which vanishes exactly for E = ±|k|^J.

Now write kx = r cos a and ky = r sin a with r > 0. The off-diagonal entries become r^J e^(−iJa) and r^J e^(iJa), and the upper-band equation H v = r^J v reads

r^J e^(−iJa) v₁ = r^J v₀,
r^J e^(iJa) v₀ = r^J v₁.

Dividing the second line by r^J gives v₁ = e^(iJa) v₀, and the first line says the same. Both components have equal modulus, so |v₀|² + |v₁|² = 1 gives |v₀|² = 1/2. Only an overall phase remains free, and (1, e^(iJa))/√2 is one choice.

## Overlap and momentum reversal

Let w be an upper-band spinor at radius s > 0 and angle b. Then

⟨v|w⟩ = v₀* w₀ + v₁* w₁ = v₀* w₀ (1 + e^(iJ(b−a))).

With θ = J(b − a),

|1 + e^(iθ)|² = (1 + cos θ)² + sin² θ = 2 + 2 cos θ = 4 cos²(θ/2).

The prefactor |v₀|² |w₀|² equals 1/4, which leaves cos²(J(a − b)/2). The radii have dropped out.

Reversing k keeps the radius and sets b = a + π, so the squared overlap is cos²(Jπ/2). For J = 2m + 1 this is zero. For J = 2m it is cos²(mπ) = 1. Since ⟨v|U w⟩ = U⟨v|w⟩ and U ≠ 0, the matrix element vanishes exactly for odd J.

## Numbers for k = (3, 4)

Compare k = (3, 4) with k′ = (5, 0). Both have magnitude 5, and cos a = 3/5, b = 0.

For J = 1 the energy is 5, and the spinors are (1, (3 + 4i)/5)/√2 and (1, 1)/√2. Their overlap is (8 − 4i)/10, with squared modulus 0.8. The formula gives cos²(a/2) = (1 + 0.6)/2 = 0.8.

For J = 2 the energy is 25, and the phase factor at k is (3 + 4i)²/25 = (−7 + 24i)/25. The overlap is (18 − 24i)/50, with squared modulus 0.36 = cos² a.

At −k the phase factor changes sign for J = 1, so the overlap with the state at k is zero. For J = 2 it is unchanged, and the squared overlap is 1.

## Zero momentum breaks the rule

Take J = 1 and k = 0. Then H = 0, and every normalised spinor is an upper-band state with energy 0. Since −k = k, we may choose v = w = (1, 0), whose overlap is 1 although J is odd. The condition k ≠ 0 is what fixes the relative phase of the components.

## The statement in Lean

`chiralH J kx ky` is H as a 2×2 complex matrix, with units in which its prefactor is 1. `kNorm kx ky` is |k|, and `phase J a` is e^(iJa). `IsUpperState J kx ky v` says that H v = |k|^J v and that v is normalised. It imposes no phase convention, so the theorems hold for every choice of eigenvector. `upperSpinor J a` is the explicit spinor above, and `upperSpinor_isUpperState` shows that it qualifies.

- `eigenvalue_iff` says that a complex number E has a non-zero eigenvector exactly when E is |k|^J or −|k|^J.
- `overlap_sq` is the cosine law. The hypotheses `0 < r` and `0 < s` express non-zero momenta, which may differ in magnitude; the angles are arbitrary reals. The expression `star v ⬝ᵥ w` is ⟨v|w⟩, conjugate-linear in v.
- `backscattering_overlap` gives cos²(Jπ/2) for opposite momenta in Cartesian form, where `kx ≠ 0 ∨ ky ≠ 0` means k ≠ 0.
- `backscattering_forbidden_iff` is the parity rule for U ≠ 0, and `backscattering_even` gives squared overlap 1 for even J.

J = 0 is included: H then has off-diagonal entries 1, the upper-band spinor is the same for every k up to a phase, and the squared overlap is 1.

The model has no mass term, trigonal warping or second valley, and the matrix element is a first-order quantity, not a full scattering rate. A potential that differs between the components is also excluded. With diag(U, −U) and J = 1, for instance, the matrix element between opposite momenta has modulus |U|.

## The complete file

```lean
import Mathlib

open Matrix ComplexConjugate

namespace ChiralDiracBands

noncomputable section

/-- The two-band chiral Hamiltonian with winding number `J` at momentum `(kx, ky)`. -/
def chiralH (J : ℕ) (kx ky : ℝ) : Matrix (Fin 2) (Fin 2) ℂ :=
  !![0, ((kx : ℂ) - Complex.I * ky) ^ J; ((kx : ℂ) + Complex.I * ky) ^ J, 0]

/-- The magnitude of the momentum `(kx, ky)`. -/
def kNorm (kx ky : ℝ) : ℝ := √(kx ^ 2 + ky ^ 2)

/-- The phase factor `exp(i J a)` at polar angle `a`. -/
def phase (J : ℕ) (a : ℝ) : ℂ := Complex.exp (((J * a : ℝ) : ℂ) * Complex.I)

/-- A normalised spinor `v` that is an eigenvector of the Hamiltonian at `(kx, ky)` with
energy `|k|^J`. -/
def IsUpperState (J : ℕ) (kx ky : ℝ) (v : Fin 2 → ℂ) : Prop :=
  chiralH J kx ky *ᵥ v = ((kNorm kx ky ^ J : ℝ) : ℂ) • v ∧ ‖v 0‖ ^ 2 + ‖v 1‖ ^ 2 = 1

/-- The spinor `(1, exp(i J a)) / √2`. -/
def upperSpinor (J : ℕ) (a : ℝ) : Fin 2 → ℂ :=
  ![((√2 : ℝ) : ℂ)⁻¹, phase J a * ((√2 : ℝ) : ℂ)⁻¹]

/-- The energies of the chiral Hamiltonian are exactly `|k|^J` and `-|k|^J`. -/
theorem eigenvalue_iff (J : ℕ) (kx ky : ℝ) (E : ℂ) :
    (∃ v : Fin 2 → ℂ, v ≠ 0 ∧ chiralH J kx ky *ᵥ v = E • v) ↔
      E = ((kNorm kx ky ^ J : ℝ) : ℂ) ∨ E = -((kNorm kx ky ^ J : ℝ) : ℂ) := by
  -- the product of the off-diagonal entries is the squared energy
  have hoff : ((kx : ℂ) - Complex.I * ky) ^ J * ((kx : ℂ) + Complex.I * ky) ^ J
      = ((kNorm kx ky ^ J : ℝ) : ℂ) ^ 2 := by
    have h : kNorm kx ky ^ 2 = kx ^ 2 + ky ^ 2 := Real.sq_sqrt (by positivity)
    have hc : (kNorm kx ky : ℂ) ^ 2 = (kx : ℂ) ^ 2 + (ky : ℂ) ^ 2 := by exact_mod_cast h
    have hp : ((kx : ℂ) - Complex.I * ky) * ((kx : ℂ) + Complex.I * ky)
        = (kNorm kx ky : ℂ) ^ 2 := by
      rw [hc]
      linear_combination (-(ky : ℂ) ^ 2) * Complex.I_sq
    rw [← mul_pow, hp, Complex.ofReal_pow]
    ring
  have hdet : (chiralH J kx ky - E • (1 : Matrix (Fin 2) (Fin 2) ℂ)).det
      = E ^ 2 - ((kNorm kx ky ^ J : ℝ) : ℂ) ^ 2 := by
    rw [← hoff, Matrix.det_fin_two]
    simp [chiralH]
    ring
  -- an eigenvector exists exactly when the characteristic determinant vanishes
  have key : (∃ v : Fin 2 → ℂ, v ≠ 0 ∧ chiralH J kx ky *ᵥ v = E • v) ↔
      (chiralH J kx ky - E • (1 : Matrix (Fin 2) (Fin 2) ℂ)).det = 0 := by
    rw [← Matrix.exists_mulVec_eq_zero_iff]
    simp only [Matrix.sub_mulVec, Matrix.smul_mulVec, Matrix.one_mulVec, sub_eq_zero]
  rw [key, hdet, sub_eq_zero, sq_eq_sq_iff_eq_or_eq_neg]

/-- In polar coordinates the momentum magnitude is the radius `r ≥ 0`. -/
theorem kNorm_polar {r : ℝ} (hr : 0 ≤ r) (a : ℝ) :
    kNorm (r * Real.cos a) (r * Real.sin a) = r := by
  have h : (r * Real.cos a) ^ 2 + (r * Real.sin a) ^ 2 = r ^ 2 := by
    linear_combination r ^ 2 * Real.sin_sq_add_cos_sq a
  rw [kNorm, h, Real.sqrt_sq hr]

/-- In polar coordinates the Hamiltonian exchanges the two spinor components and multiplies
them by `r^J exp(-i J a)` and `r^J exp(i J a)`. -/
theorem chiralH_polar_mulVec (J : ℕ) (r a : ℝ) (v : Fin 2 → ℂ) :
    chiralH J (r * Real.cos a) (r * Real.sin a) *ᵥ v =
      ![(r : ℂ) ^ J * phase J (-a) * v 1, (r : ℂ) ^ J * phase J a * v 0] := by
  have hpow : ∀ b : ℝ, (r : ℂ) ^ J * phase J b
      = ((r : ℂ) * (Complex.cos b + Complex.sin b * Complex.I)) ^ J := by
    intro b
    rw [← Complex.exp_mul_I, mul_pow, ← Complex.exp_nat_mul, phase]
    congr 2
    push_cast
    ring
  have hm : (((r * Real.cos a : ℝ) : ℂ) - Complex.I * ((r * Real.sin a : ℝ) : ℂ)) ^ J
      = (r : ℂ) ^ J * phase J (-a) := by
    rw [hpow]
    congr 1
    rw [Complex.ofReal_neg, Complex.cos_neg, Complex.sin_neg]
    push_cast
    ring
  have hp : (((r * Real.cos a : ℝ) : ℂ) + Complex.I * ((r * Real.sin a : ℝ) : ℂ)) ^ J
      = (r : ℂ) ^ J * phase J a := by
    rw [hpow]
    congr 1
    push_cast
    ring
  rw [chiralH, hm, hp]
  ext i
  fin_cases i <;> simp [Matrix.mulVec, dotProduct, Fin.sum_univ_two]

/-- The spinor `(1, exp(i J a)) / √2` is a normalised upper-band state at polar angle `a`
and radius `r ≥ 0`. -/
theorem upperSpinor_isUpperState (J : ℕ) {r : ℝ} (hr : 0 ≤ r) (a : ℝ) :
    IsUpperState J (r * Real.cos a) (r * Real.sin a) (upperSpinor J a) := by
  have hphase : phase J (-a) * phase J a = 1 := by
    rw [phase, phase, ← Complex.exp_add, ← Complex.exp_zero]
    congr 1
    push_cast
    ring
  constructor
  · rw [chiralH_polar_mulVec, kNorm_polar hr, Complex.ofReal_pow]
    ext i
    fin_cases i
    · change (r : ℂ) ^ J * phase J (-a) * (phase J a * ((√2 : ℝ) : ℂ)⁻¹)
        = (r : ℂ) ^ J * ((√2 : ℝ) : ℂ)⁻¹
      linear_combination ((r : ℂ) ^ J * ((√2 : ℝ) : ℂ)⁻¹) * hphase
    · change (r : ℂ) ^ J * phase J a * ((√2 : ℝ) : ℂ)⁻¹
        = (r : ℂ) ^ J * (phase J a * ((√2 : ℝ) : ℂ)⁻¹)
      ring
  · change ‖((√2 : ℝ) : ℂ)⁻¹‖ ^ 2 + ‖phase J a * ((√2 : ℝ) : ℂ)⁻¹‖ ^ 2 = 1
    rw [norm_mul, phase, Complex.norm_exp_ofReal_mul_I, one_mul, norm_inv,
      Complex.norm_real, Real.norm_eq_abs, inv_pow, sq_abs,
      Real.sq_sqrt (by norm_num : (0 : ℝ) ≤ 2)]
    norm_num

/-- At non-zero momentum with polar angle `a`, every normalised upper-band state has relative phase
`exp(i J a)` between its components and weight one half on the first. -/
theorem upperState_components {J : ℕ} {r a : ℝ} (hr : 0 < r) {v : Fin 2 → ℂ}
    (hv : IsUpperState J (r * Real.cos a) (r * Real.sin a) v) :
    v 1 = phase J a * v 0 ∧ ‖v 0‖ ^ 2 = 1 / 2 := by
  obtain ⟨he, hn⟩ := hv
  rw [chiralH_polar_mulVec, kNorm_polar hr.le, Complex.ofReal_pow] at he
  have h1 : (r : ℂ) ^ J * phase J a * v 0 = (r : ℂ) ^ J * v 1 := congrFun he 1
  have hr' : (r : ℂ) ^ J ≠ 0 := pow_ne_zero _ (by exact_mod_cast hr.ne')
  have h2 : v 1 = phase J a * v 0 :=
    mul_left_cancel₀ hr' (by linear_combination -h1)
  refine ⟨h2, ?_⟩
  rw [h2, norm_mul, phase, Complex.norm_exp_ofReal_mul_I, one_mul] at hn
  linarith

/-- Normalised upper-band states at non-zero momenta with polar angles `a` and `b` have
squared overlap `cos²(J (a - b) / 2)`. -/
theorem overlap_sq {J : ℕ} {r s a b : ℝ} (hr : 0 < r) (hs : 0 < s) {v w : Fin 2 → ℂ}
    (hv : IsUpperState J (r * Real.cos a) (r * Real.sin a) v)
    (hw : IsUpperState J (s * Real.cos b) (s * Real.sin b) w) :
    ‖star v ⬝ᵥ w‖ ^ 2 = Real.cos (J * (a - b) / 2) ^ 2 := by
  obtain ⟨hv1, hv0⟩ := upperState_components hr hv
  obtain ⟨hw1, hw0⟩ := upperState_components hs hw
  -- only the difference of the two phases matters
  have hc : conj (phase J a) * phase J b = phase J (b - a) := by
    rw [phase, phase, phase, ← Complex.exp_conj, ← Complex.exp_add]
    congr 1
    simp only [map_mul, Complex.conj_ofReal, Complex.conj_I]
    push_cast
    ring
  have hdot : star v ⬝ᵥ w = conj (v 0) * w 0 * (1 + phase J (b - a)) := by
    simp only [dotProduct, Fin.sum_univ_two, Pi.star_apply]
    rw [hv1, hw1]
    simp only [RCLike.star_def, map_mul]
    linear_combination (conj (v 0) * w 0) * hc
  -- half-angle identity for the interference of the two components
  have hhalf : ‖1 + phase J (b - a)‖ ^ 2 = 4 * Real.cos (J * (a - b) / 2) ^ 2 := by
    have h2 : Real.cos (J * (b - a)) = 2 * Real.cos (J * (a - b) / 2) ^ 2 - 1 := by
      rw [← Real.cos_two_mul, ← Real.cos_neg]
      congr 1
      ring
    rw [Complex.sq_norm, Complex.normSq_apply, Complex.add_re, Complex.add_im, phase,
      Complex.exp_ofReal_mul_I_re, Complex.exp_ofReal_mul_I_im, Complex.one_re,
      Complex.one_im]
    linear_combination Real.sin_sq_add_cos_sq (J * (b - a)) + 2 * h2
  rw [hdot, norm_mul, norm_mul, mul_pow, mul_pow, RCLike.norm_conj, hv0, hw0, hhalf]
  ring

/-- Normalised upper-band states at opposite non-zero momenta have squared overlap
`cos²(J π / 2)`. -/
theorem backscattering_overlap {J : ℕ} {kx ky : ℝ} (hk : kx ≠ 0 ∨ ky ≠ 0)
    {v w : Fin 2 → ℂ} (hv : IsUpperState J kx ky v) (hw : IsUpperState J (-kx) (-ky) w) :
    ‖star v ⬝ᵥ w‖ ^ 2 = Real.cos (J * Real.pi / 2) ^ 2 := by
  have hz : (⟨kx, ky⟩ : ℂ) ≠ 0 := by
    intro h0
    rcases hk with h | h
    · exact h (congrArg Complex.re h0)
    · exact h (congrArg Complex.im h0)
  obtain ⟨r, a, hr, hx, hy⟩ :
      ∃ r a : ℝ, 0 < r ∧ kx = r * Real.cos a ∧ ky = r * Real.sin a :=
    ⟨‖(⟨kx, ky⟩ : ℂ)‖, Complex.arg ⟨kx, ky⟩, norm_pos_iff.2 hz,
      (Complex.norm_mul_cos_arg (⟨kx, ky⟩ : ℂ)).symm,
      (Complex.norm_mul_sin_arg (⟨kx, ky⟩ : ℂ)).symm⟩
  rw [hx, hy] at hv hw
  -- reversing the momentum adds π to the polar angle
  have hw' : IsUpperState J (r * Real.cos (a + Real.pi)) (r * Real.sin (a + Real.pi)) w := by
    rw [Real.cos_add_pi, Real.sin_add_pi, mul_neg, mul_neg]
    exact hw
  have harg : (J : ℝ) * (a - (a + Real.pi)) / 2 = -(J * Real.pi / 2) := by ring
  rw [overlap_sq hr hr hv hw', harg, Real.cos_neg]

/-- For a non-zero pseudospin-independent scattering amplitude `U`, the matrix element between
normalised upper-band states at opposite non-zero momenta vanishes if and only if `J` is odd. -/
theorem backscattering_forbidden_iff {J : ℕ} {kx ky : ℝ} (hk : kx ≠ 0 ∨ ky ≠ 0)
    {U : ℂ} (hU : U ≠ 0) {v w : Fin 2 → ℂ}
    (hv : IsUpperState J kx ky v) (hw : IsUpperState J (-kx) (-ky) w) :
    star v ⬝ᵥ (U • w) = 0 ↔ Odd J := by
  have h := backscattering_overlap hk hv hw
  have h0 : star v ⬝ᵥ w = 0 ↔ Real.cos (J * Real.pi / 2) = 0 := by
    rw [← norm_eq_zero, ← sq_eq_zero_iff, h, sq_eq_zero_iff]
  rw [dotProduct_smul, smul_eq_zero, or_iff_right hU, h0, Real.cos_eq_zero_iff]
  constructor
  · rintro ⟨m, hm⟩
    have h1 : (J : ℝ) = 2 * m + 1 :=
      mul_right_cancel₀ Real.pi_ne_zero (by linarith)
    have h2 : (J : ℤ) = 2 * m + 1 := by exact_mod_cast h1
    exact ⟨m.toNat, by omega⟩
  · rintro ⟨m, rfl⟩
    exact ⟨m, by push_cast; ring⟩

/-- For even `J`, normalised upper-band states at opposite non-zero momenta have squared
overlap one. -/
theorem backscattering_even {J : ℕ} (hJ : Even J) {kx ky : ℝ} (hk : kx ≠ 0 ∨ ky ≠ 0)
    {v w : Fin 2 → ℂ} (hv : IsUpperState J kx ky v) (hw : IsUpperState J (-kx) (-ky) w) :
    ‖star v ⬝ᵥ w‖ ^ 2 = 1 := by
  rw [backscattering_overlap hk hv hw]
  obtain ⟨m, rfl⟩ := hJ
  have harg : ((m + m : ℕ) : ℝ) * Real.pi / 2 = m * Real.pi := by
    push_cast
    ring
  rw [harg, Real.cos_sq', Real.sin_nat_mul_pi]
  norm_num

end

end ChiralDiracBands
```

```lean
#print axioms ChiralDiracBands.eigenvalue_iff
-- 'ChiralDiracBands.eigenvalue_iff' depends on axioms: [propext, Classical.choice, Quot.sound]
#print axioms ChiralDiracBands.upperSpinor_isUpperState
-- 'ChiralDiracBands.upperSpinor_isUpperState' depends on axioms: [propext, Classical.choice, Quot.sound]
#print axioms ChiralDiracBands.backscattering_forbidden_iff
-- 'ChiralDiracBands.backscattering_forbidden_iff' depends on axioms: [propext, Classical.choice, Quot.sound]
#print axioms ChiralDiracBands.backscattering_even
-- 'ChiralDiracBands.backscattering_even' depends on axioms: [propext, Classical.choice, Quot.sound]
```

## From the determinant to the energies

In `eigenvalue_iff`, `hoff` is the product of the off-diagonal entries and `hdet` the characteristic determinant. The step `key` uses the fact that a matrix annihilates some non-zero vector exactly when its determinant is zero. What remains is E² = (|k|^J)², which splits into the two signs.

## Polar form and the shape of the eigenvector

`kNorm_polar` checks that |k| = r. `chiralH_polar_mulVec` writes out H v in polar form; its inner statement `hpow` is de Moivre's formula, used at a for one entry and at −a for the other.

`upperSpinor_isUpperState` inserts the explicit spinor. The first row needs e^(−iJa) e^(iJa) = 1, which is `hphase`, the second row is immediate, and the norm is 1/2 + 1/2.

`upperState_components` goes in the opposite direction, from an arbitrary upper-band state to its form. It takes the second row of the eigenvalue equation and cancels r^J with `mul_left_cancel₀`, which is where r > 0 enters. Normalisation then gives |v₀|² = 1/2.

## Interference and parity

`overlap_sq` follows the derivation by hand in three steps: `hc` combines the two phases into e^(iJ(b−a)), `hdot` factors the inner product, and `hhalf` is the half-angle identity, obtained from real and imaginary parts. The last lines multiply the factors 1/2, 1/2 and 4 cos².

`backscattering_overlap` obtains r and a as the modulus and argument of the complex number kx + i ky. It rewrites the state at −k as one at angle a + π and applies `overlap_sq`.

In `backscattering_forbidden_iff`, U is factored out and the condition reduces to cos(Jπ/2) = 0. `Real.cos_eq_zero_iff` turns this into Jπ/2 = (2m + 1)π/2 for an integer m. Cancelling π gives J = 2m + 1, first as an equation between reals and then between integers; since J is natural, m can be taken natural too. The converse substitutes J = 2m + 1.

`backscattering_even` writes J = m + m and uses cos² = 1 − sin² together with sin(mπ) = 0.
